# On a finite configuration set, the weight $e^{\beta(V-c)}$ removes a static collective-variable bias from every average

**A:** Let $x$ run over a finite, nonempty set $X$ of configurations with energy $U(x)$, and let $s(x)$ be a collective variable that takes every value $\sigma$ in a finite set $S$. Add a bias $V(s(x))$ to the energy. With $\beta>0$ the inverse temperature and $F(\sigma)$ the free energy along $s$, define the offset $c$ by

$$e^{\beta c}=\frac{\sum_\sigma e^{-\beta F(\sigma)}}{\sum_\sigma e^{-\beta(F(\sigma)+V(\sigma))}}.$$

Then $\langle O\rangle_0=\langle O\,e^{\beta(V-c)}\rangle_V$ for every observable $O(x)$, where the subscripts mark the unbiased and the biased canonical average. If also $V=-(1-1/\gamma)F+k$ with $\gamma>1$ and $k$ constant, then

$$e^{\beta c}=\frac{\sum_\sigma e^{\gamma\beta V(\sigma)/(\gamma-1)}}{\sum_\sigma e^{\beta V(\sigma)/(\gamma-1)}}.$$

**Q:** My first doubt is about $F$. If it is an arbitrary function on $S$, the reweighting has nothing to do with the physical system.

**A:** In the reweighting theorems it is computed from $U$:

$$F(\sigma)=-\frac1\beta\ln\sum_{x:\,s(x)=\sigma}e^{-\beta U(x)}.$$

In Lean, `X` and `S` are finite types.

```lean
import Mathlib

open Finset

namespace MetadynamicsReweighting

noncomputable section

variable {X S : Type*} [Fintype X] [Fintype S] [DecidableEq S]
```

`partitionSum` is the Boltzmann sum, used on both `X` and `S`.

```lean
/-- The Boltzmann sum of an energy function `E` on a finite set at inverse temperature `β`. -/
def partitionSum {Y : Type*} [Fintype Y] (β : ℝ) (E : Y → ℝ) : ℝ :=
  ∑ y, Real.exp (-β * E y)
```

`average` is the canonical average, with the observable `O` defined on configurations. It need not be a function of $s$.

```lean
/-- The canonical average of an observable `O` for the energy `E`, on a nonempty finite set. -/
def average (β : ℝ) (E O : X → ℝ) : ℝ :=
  (∑ x, O x * Real.exp (-β * E x)) / partitionSum β E
```

`freeEnergy` is the formula above. The sum is not normalised, which fixes the additive constant in $F$; that constant would cancel in $c$ anyway.

```lean
/-- The free energy at the value `σ` of the collective variable `s`, for `β ≠ 0` and a value
`σ` that is attained by some configuration. -/
def freeEnergy (β : ℝ) (U : X → ℝ) (s : X → S) (σ : S) : ℝ :=
  -(1 / β) * Real.log (∑ x ∈ univ.filter (fun x => s x = σ), Real.exp (-β * U x))
```

The bias is added to the energy, so a positive $V$ raises the energy of a configuration.

```lean
/-- The energy of a configuration with the bias `V` added along the collective variable. -/
def biasedEnergy (U : X → ℝ) (s : X → S) (V : S → ℝ) (x : X) : ℝ :=
  U x + V (s x)
```

`offset` is $c$ itself, written for any profile `F`.

```lean
/-- The reweighting offset `c` of the bias `V` on the free-energy profile `F`, for `β ≠ 0`
and a nonempty set of collective-variable values. -/
def offset (β : ℝ) (F V : S → ℝ) : ℝ :=
  (1 / β) * Real.log (partitionSum β F / partitionSum β (fun σ => F σ + V σ))
```

**Q:** What if some value of $s$ has no configurations?

**A:** Then its free energy would be infinite, and the theorems that use $F$ from $U$ exclude the case through `Function.Surjective s`. For a histogram, this means keeping only the bins that some configuration can reach. Positivity of the sums comes first.

```lean
/-- The Boltzmann sum over a nonempty finite set is positive. -/
theorem partitionSum_pos {Y : Type*} [Fintype Y] [Nonempty Y] (β : ℝ) (E : Y → ℝ) :
    0 < partitionSum β E :=
  Finset.sum_pos (fun _ _ => Real.exp_pos _) univ_nonempty
```

For each $\sigma$, surjectivity supplies a configuration, so the logarithm has a positive argument and $e^{-\beta F(\sigma)}=\sum_{x:\,s(x)=\sigma}e^{-\beta U(x)}$. In the proof, `key` cancels $\beta$ against $1/\beta$ and `Real.exp_log` undoes the logarithm.

```lean
omit [Fintype S] in
/-- If every value of the collective variable is attained, the Boltzmann factor of the free
energy is the Boltzmann sum over the configurations with that value. -/
theorem exp_neg_freeEnergy {β : ℝ} (hβ : 0 < β) (U : X → ℝ) {s : X → S}
    (hs : Function.Surjective s) (σ : S) :
    Real.exp (-β * freeEnergy β U s σ) =
      ∑ x ∈ univ.filter (fun x => s x = σ), Real.exp (-β * U x) := by
  have hpos : 0 < ∑ x ∈ univ.filter (fun x => s x = σ), Real.exp (-β * U x) := by
    obtain ⟨x, hx⟩ := hs σ
    exact Finset.sum_pos (fun _ _ => Real.exp_pos _) ⟨x, by simp [hx]⟩
  have key : ∀ L : ℝ, -β * (-(1 / β) * L) = L := by
    intro L
    field_simp
  rw [freeEnergy, key, Real.exp_log hpos]
```

**Q:** But $c$ is defined by sums over $S$, while the averages run over $X$. Where do they meet?

**A:** Group the configurations by their value of $s$. Within a group $V$ is constant, so

$$\sum_\sigma e^{-\beta(F(\sigma)+V(\sigma))}=\sum_\sigma e^{-\beta V(\sigma)}\sum_{x:\,s(x)=\sigma}e^{-\beta U(x)}=\sum_x e^{-\beta(U(x)+V(s(x)))}=:Z_V.$$

`Finset.sum_fiberwise` does the grouping, and `hx'` replaces $s(x)$ by $\sigma$ inside each group.

```lean
/-- If every value of the collective variable is attained, the biased Boltzmann sum over
configurations equals the sum of `exp (-β (F + V))` over collective-variable values. -/
theorem partitionSum_biased {β : ℝ} (hβ : 0 < β) (U : X → ℝ) {s : X → S}
    (hs : Function.Surjective s) (V : S → ℝ) :
    partitionSum β (biasedEnergy U s V) =
      partitionSum β (fun σ => freeEnergy β U s σ + V σ) := by
  simp only [partitionSum, biasedEnergy]
  -- group the configurations by their value of the collective variable
  refine (Finset.sum_fiberwise univ s
    (fun x => Real.exp (-β * (U x + V (s x))))).symm.trans ?_
  refine Finset.sum_congr rfl fun σ _ => ?_
  rw [mul_add (-β) (freeEnergy β U s σ), Real.exp_add, exp_neg_freeEnergy hβ U hs,
    Finset.sum_mul]
  refine Finset.sum_congr rfl fun x hx => ?_
  have hx' : s x = σ := by simpa using hx
  simp only [hx', mul_add, Real.exp_add]
```

The next lemma recovers the defining ratio for $e^{\beta c}$ from the logarithm in `offset`.

```lean
omit [DecidableEq S] in
/-- The exponential of `β c` is the ratio of the sums of `exp (-β F)` and
`exp (-β (F + V))` over the values of the collective variable. -/
theorem exp_offset [Nonempty S] {β : ℝ} (hβ : 0 < β) (F V : S → ℝ) :
    Real.exp (β * offset β F V) =
      partitionSum β F / partitionSum β (fun σ => F σ + V σ) := by
  have key : ∀ L : ℝ, β * ((1 / β) * L) = L := by
    intro L
    field_simp
  rw [offset, key, Real.exp_log (div_pos (partitionSum_pos _ _) (partitionSum_pos _ _))]
```

Setting $V=0$ in the grouped sum gives $\sum_\sigma e^{-\beta F(\sigma)}=\sum_x e^{-\beta U(x)}=:Z_0$. Hence $e^{\beta c}=Z_0/Z_V$, with both sums over configurations.

```lean
/-- If every value of the collective variable is attained, the exponential of `β c` is the
ratio of the unbiased and biased Boltzmann sums over configurations. -/
theorem exp_offset_eq_config [Nonempty X] {β : ℝ} (hβ : 0 < β) (U : X → ℝ) {s : X → S}
    (hs : Function.Surjective s) (V : S → ℝ) :
    Real.exp (β * offset β (freeEnergy β U s) V) =
      partitionSum β U / partitionSum β (biasedEnergy U s V) := by
  have : Nonempty S := ⟨s (Classical.arbitrary X)⟩
  -- the unbiased sum is the case of zero bias
  have h0 : partitionSum β U = partitionSum β (freeEnergy β U s) := by
    have h := partitionSum_biased hβ U hs (fun _ => 0)
    simpa only [partitionSum, biasedEnergy, add_zero] using h
  rw [exp_offset hβ, partitionSum_biased hβ U hs V, h0]
```

**Q:** Now the reweighting. Does it work for an observable that varies at fixed $s$?

**A:** Yes, because the cancellation happens configuration by configuration. For any constant $a$,

$$\langle O\,e^{\beta(V-a)}\rangle_V=\frac1{Z_V}\sum_x O(x)\,e^{\beta V(s(x))-\beta a}\,e^{-\beta U(x)-\beta V(s(x))}=e^{-\beta a}\frac{Z_0}{Z_V}\langle O\rangle_0.$$

The proof treats the exponents term by term in `h`, sums them in `hnum`, and clears the nonzero denominators with `field_simp`. Surjectivity is not needed here.

```lean
omit [Fintype S] [DecidableEq S] in
/-- Weighting a biased average by `exp (β (V - a))`, with any constant `a`, gives the unbiased
average times a factor that does not depend on the observable. -/
theorem average_biased_weight [Nonempty X] (β : ℝ) (U : X → ℝ) (s : X → S) (V : S → ℝ)
    (O : X → ℝ) (a : ℝ) :
    average β (biasedEnergy U s V) (fun x => O x * Real.exp (β * (V (s x) - a))) =
      average β U O * (Real.exp (-(β * a)) *
        (partitionSum β U / partitionSum β (biasedEnergy U s V))) := by
  have hnum : ∑ x, O x * Real.exp (β * (V (s x) - a)) *
      Real.exp (-β * biasedEnergy U s V x) =
      Real.exp (-(β * a)) * ∑ x, O x * Real.exp (-β * U x) := by
    rw [Finset.mul_sum]
    refine Finset.sum_congr rfl fun x _ => ?_
    -- the bias cancels in the exponent
    have h : Real.exp (β * (V (s x) - a)) * Real.exp (-β * biasedEnergy U s V x) =
        Real.exp (-(β * a)) * Real.exp (-β * U x) := by
      rw [← Real.exp_add, ← Real.exp_add, biasedEnergy]
      congr 1
      ring
    linear_combination O x * h
  have hU := (partitionSum_pos β U).ne'
  have hV := (partitionSum_pos β (biasedEnergy U s V)).ne'
  simp only [average]
  rw [hnum]
  field_simp
```

The prefactor is $e^{\beta(c-a)}$. Choosing $a=c$ makes it one, which is the reweighting identity.

```lean
/-- Reweighting: if every value of the collective variable is attained, the unbiased average
of any observable is its biased average with the weight `exp (β (V - c))`. -/
theorem reweighting [Nonempty X] {β : ℝ} (hβ : 0 < β) (U : X → ℝ) {s : X → S}
    (hs : Function.Surjective s) (V : S → ℝ) (O : X → ℝ) :
    average β U O = average β (biasedEnergy U s V)
      (fun x => O x * Real.exp (β * (V (s x) - offset β (freeEnergy β U s) V))) := by
  rw [average_biased_weight, ← exp_offset_eq_config hβ U hs V, ← Real.exp_add,
    neg_add_cancel, Real.exp_zero, mul_one]
```

**Q:** Could another constant do the same job?

**A:** No. Take $O=1$: the weights average to $e^{\beta(c-a)}$, and this equals one only if $a=c$. Normalisation of the weights therefore already determines $c$. Lean follows the same route, with `Real.exp_eq_one_iff` setting the exponent to zero and $\beta>0$ allowing it to be cancelled.

```lean
/-- If every value of the collective variable is attained and the weights `exp (β (V - a))`
have biased average one, then the constant `a` is the offset `c`. -/
theorem offset_unique [Nonempty X] {β : ℝ} (hβ : 0 < β) (U : X → ℝ) {s : X → S}
    (hs : Function.Surjective s) (V : S → ℝ) (a : ℝ)
    (ha : average β (biasedEnergy U s V) (fun x => Real.exp (β * (V (s x) - a))) = 1) :
    a = offset β (freeEnergy β U s) V := by
  have h1 : average β U (fun _ => 1) = 1 := by
    simp only [average, one_mul]
    exact div_self (partitionSum_pos β U).ne'
  have h := average_biased_weight β U s V (fun _ => 1) a
  simp only [one_mul] at h
  rw [ha, h1, one_mul, ← exp_offset_eq_config hβ U hs V, ← Real.exp_add] at h
  have h2 := Real.exp_eq_one_iff _ |>.mp h.symm
  exact mul_left_cancel₀ hβ.ne' (by linarith)
```

**Q:** The well-tempered formula contains neither $F$ nor $k$. Where did they go?

**A:** Multiply $V=-\frac{\gamma-1}{\gamma}F+k$ by $\gamma/(\gamma-1)$, then subtract $V$:

$$\frac{\gamma V}{\gamma-1}=-F+\frac{\gamma k}{\gamma-1},\qquad \frac{V}{\gamma-1}=-(F+V)+\frac{\gamma k}{\gamma-1}.$$

After multiplying by $\beta$ and exponentiating, both sums carry the factor $e^{\gamma\beta k/(\gamma-1)}$, which cancels in the ratio. These two identities are `hF` and `hG`, and `mul_div_mul_left` removes the common factor. This theorem holds for any profile `F` on a nonempty `S`.

```lean
omit [DecidableEq S] in
/-- For a well-tempered bias `V = -(1 - 1/γ) F + k` with `γ > 1`, the exponential of `β c` is a
ratio of two sums that contain the bias `V` but neither `F` nor `k`. -/
theorem exp_offset_wellTempered [Nonempty S] {β γ : ℝ} (hβ : 0 < β) (hγ : 1 < γ)
    {F V : S → ℝ} (k : ℝ) (hV : ∀ σ, V σ = -(1 - 1 / γ) * F σ + k) :
    Real.exp (β * offset β F V) =
      (∑ σ, Real.exp (γ * β * V σ / (γ - 1))) / ∑ σ, Real.exp (β * V σ / (γ - 1)) := by
  have hγ0 : γ ≠ 0 := by linarith
  have hγ1 : γ - 1 ≠ 0 := by linarith
  -- both Boltzmann factors acquire the same constant factor
  have hF : ∀ σ, Real.exp (γ * β * V σ / (γ - 1)) =
      Real.exp (γ * β * k / (γ - 1)) * Real.exp (-β * F σ) := by
    intro σ
    rw [← Real.exp_add, hV σ]
    congr 1
    field_simp
    ring
  have hG : ∀ σ, Real.exp (β * V σ / (γ - 1)) =
      Real.exp (γ * β * k / (γ - 1)) * Real.exp (-β * (F σ + V σ)) := by
    intro σ
    rw [← Real.exp_add, hV σ]
    congr 1
    field_simp
    ring
  rw [exp_offset hβ, Finset.sum_congr rfl (fun σ _ => hF σ),
    Finset.sum_congr rfl (fun σ _ => hG σ), ← Finset.mul_sum, ← Finset.mul_sum,
    mul_div_mul_left _ _ (Real.exp_ne_zero _)]
  rfl
```

**Q:** Try it with a single collective-variable value.

**A:** Then the bias is one number $V$. The definition gives $e^{\beta c}=e^{-\beta F}/e^{-\beta(F+V)}=e^{\beta V}$, and the well-tempered ratio gives $e^{(\gamma-1)\beta V/(\gamma-1)}=e^{\beta V}$. So $c=V$ and every weight is one, as it should be for a uniform energy shift.

**Q:** And for averages over configurations?

**A:** Setting $a=0$ above gives $\langle O\,e^{\beta V}\rangle_V=e^{\beta c}\langle O\rangle_0$. Dividing by $e^{\beta c}$, written as the well-tempered ratio of sums over $\sigma$, yields the unbiased average from a biased average, the bias and the known parameters $\beta$ and $\gamma$.

```lean
/-- For a well-tempered bias with `γ > 1` and a collective variable whose values are all attained,
the unbiased average of `O` is the biased average of `O exp (β V)` divided by a ratio of two sums
that contain the bias but not the free energy. -/
theorem reweighting_wellTempered [Nonempty X] {β γ : ℝ} (hβ : 0 < β) (hγ : 1 < γ)
    (U : X → ℝ) {s : X → S} (hs : Function.Surjective s) {V : S → ℝ} (k : ℝ)
    (hV : ∀ σ, V σ = -(1 - 1 / γ) * freeEnergy β U s σ + k) (O : X → ℝ) :
    average β U O =
      average β (biasedEnergy U s V) (fun x => O x * Real.exp (β * V (s x))) /
        ((∑ σ, Real.exp (γ * β * V σ / (γ - 1))) / ∑ σ, Real.exp (β * V σ / (γ - 1))) := by
  have : Nonempty S := ⟨s (Classical.arbitrary X)⟩
  have h := average_biased_weight β U s V O 0
  simp only [sub_zero, mul_zero, neg_zero, Real.exp_zero, one_mul] at h
  rw [← exp_offset_wellTempered hβ hγ k hV, h, ← exp_offset_eq_config hβ U hs V,
    mul_div_cancel_right₀ _ (Real.exp_ne_zero _)]

end

end MetadynamicsReweighting
```

```lean
#print axioms MetadynamicsReweighting.exp_offset_eq_config
-- 'MetadynamicsReweighting.exp_offset_eq_config' depends on axioms: [propext, Classical.choice, Quot.sound]
#print axioms MetadynamicsReweighting.reweighting
-- 'MetadynamicsReweighting.reweighting' depends on axioms: [propext, Classical.choice, Quot.sound]
#print axioms MetadynamicsReweighting.offset_unique
-- 'MetadynamicsReweighting.offset_unique' depends on axioms: [propext, Classical.choice, Quot.sound]
#print axioms MetadynamicsReweighting.reweighting_wellTempered
-- 'MetadynamicsReweighting.reweighting_wellTempered' depends on axioms: [propext, Classical.choice, Quot.sound]
```

**Q:** So have you shown that a metadynamics run gives correct averages?

**A:** No. The bias here is static and the averages are exact canonical ones. The relation between $V$ and $F$ enters as the hypothesis `hV`. It stands for the converged state of well-tempered metadynamics, in which $s$ is distributed as $e^{-\beta F/\gamma}$, as if its free-energy profile were sampled at $\gamma$ times the temperature. Convergence to that state, a bias still growing during the run, statistical error and continuous coordinates are not treated.

**Q:** Then what does it give me in a first-principles simulation?

**A:** If $U$ is the Born–Oppenheimer energy from an electronic-structure calculation, the identity tells you how to weight configurations drawn from the biased ensemble to estimate unbiased averages, within this finite, static-bias model. The observable may be a bond length or a dipole moment that the collective variable does not determine.
